# The diagonal of I·A·S for two spins 1/2 in the Zeeman product basis is m_I m_S A_zz

Two spins 1/2, $I$ and $S$, with operators in units of $\hbar$, are coupled through a real $3\times3$ tensor $A$ by $\mathbf I\cdot A\cdot\mathbf S=\sum_{ij}A_{ij}I_iS_j$. In the Lean file the tensor indices 0, 1, 2 stand for $x,y,z$, the state indices 0, 1 stand for $\alpha,\beta$, and a pair `(a, b)` gives the state of $I$ first and that of $S$ second.

```lean
import Mathlib

open Matrix
open scoped Kronecker

namespace SpinSpinCoupling

noncomputable section

/-- The Cartesian spin operators of a spin 1/2, in units of ħ, in the basis (α, β);
the indices 0, 1, 2 stand for x, y, z. -/
def spin : Fin 3 → Matrix (Fin 2) (Fin 2) ℂ :=
  ![!![0, 1 / 2; 1 / 2, 0],
    !![0, -Complex.I / 2; Complex.I / 2, 0],
    !![1 / 2, 0; 0, -1 / 2]]

/-- The magnetic quantum number: 1/2 for α and -1/2 for β. -/
def m : Fin 2 → ℝ := ![1 / 2, -1 / 2]

/-- The bilinear coupling I·A·S of two spins 1/2 through a real tensor A. -/
def coupling (A : Matrix (Fin 3) (Fin 3) ℝ) :
    Matrix (Fin 2 × Fin 2) (Fin 2 × Fin 2) ℂ :=
  ∑ i, ∑ j, (A i j : ℂ) • (spin i ⊗ₖ spin j)

/-- The coupling tensor J + ΔJ(uuᵀ - 1/3) + D(1 - 3uuᵀ): isotropic coupling J, its anisotropy ΔJ and
the dipolar coupling D, both axial about u, when u is a unit vector. -/
def axialTensor (J dJ D : ℝ) (u : Fin 3 → ℝ) : Matrix (Fin 3) (Fin 3) ℝ :=
  J • (1 : Matrix (Fin 3) (Fin 3) ℝ)
    + dJ • (vecMulVec u u - (1 / 3 : ℝ) • (1 : Matrix (Fin 3) (Fin 3) ℝ))
    + D • ((1 : Matrix (Fin 3) (Fin 3) ℝ) - (3 : ℝ) • vecMulVec u u)

/-- The two-spin Hamiltonian in frequency units: Zeeman terms with frequencies
ωI and ωS along z, and the coupling I·A·S. -/
def hamiltonian (ωI ωS : ℝ) (A : Matrix (Fin 3) (Fin 3) ℝ) :
    Matrix (Fin 2 × Fin 2) (Fin 2 × Fin 2) ℂ :=
  (ωI : ℂ) • (spin 2 ⊗ₖ (1 : Matrix (Fin 2) (Fin 2) ℂ))
    + (ωS : ℂ) • ((1 : Matrix (Fin 2) (Fin 2) ℂ) ⊗ₖ spin 2) + coupling A

/-- The spin matrices obey the angular momentum commutation relations. -/
theorem spin_commutators :
    spin 0 * spin 1 - spin 1 * spin 0 = Complex.I • spin 2 ∧
    spin 1 * spin 2 - spin 2 * spin 1 = Complex.I • spin 0 ∧
    spin 2 * spin 0 - spin 0 * spin 2 = Complex.I • spin 1 := by
  refine ⟨?_, ?_, ?_⟩ <;> ext i j <;> fin_cases i <;> fin_cases j <;>
    simp [spin, Complex.ext_iff] <;> norm_num

/-- Only the z component of a spin has diagonal elements in the Zeeman basis, and
they are the magnetic quantum numbers. -/
theorem spin_diag (k : Fin 3) (a : Fin 2) :
    spin k a a = if k = 2 then (m a : ℂ) else 0 := by
  fin_cases k <;> fin_cases a <;> simp [spin, m]

/-- The diagonal elements of I·A·S in the Zeeman product basis are m_I m_S A_zz. -/
theorem coupling_diag (A : Matrix (Fin 3) (Fin 3) ℝ) (a b : Fin 2) :
    coupling A (a, b) (a, b) = ((m a * m b * A 2 2 : ℝ) : ℂ) := by
  -- of the nine terms only zz has a diagonal element
  simp only [coupling, Matrix.sum_apply, Matrix.smul_apply, Matrix.kroneckerMap_apply,
    smul_eq_mul, spin_diag]
  simp
  ring

/-- Adding an antisymmetric tensor B to the coupling tensor changes no diagonal element
of the coupling in the Zeeman product basis. -/
theorem coupling_diag_add_antisymmetric (A B : Matrix (Fin 3) (Fin 3) ℝ)
    (hB : Bᵀ = -B) (a b : Fin 2) :
    coupling (A + B) (a, b) (a, b) = coupling A (a, b) (a, b) := by
  have h := congrFun (congrFun hB 2) 2
  simp only [Matrix.transpose_apply, Matrix.neg_apply] at h
  have h0 : B 2 2 = 0 := by linarith
  rw [coupling_diag, coupling_diag, Matrix.add_apply, h0, add_zero]

/-- The flip-flop element between αβ and βα is (A_xx + A_yy + i(A_xy - A_yx))/4, which contains the
xy component of the antisymmetric part of A. -/
theorem coupling_flipflop (A : Matrix (Fin 3) (Fin 3) ℝ) :
    coupling A (0, 1) (1, 0) =
      ((A 0 0 : ℂ) + A 1 1 + Complex.I * ((A 0 1 : ℂ) - A 1 0)) / 4 := by
  simp only [coupling, Matrix.sum_apply, Fin.sum_univ_three]
  simp [spin]
  linear_combination (-(A 1 1 : ℂ) / 4) * Complex.I_sq

/-- The zz element of the axial coupling tensor is J - (D - ΔJ/3)(3u_z² - 1). -/
theorem axialTensor_zz (J dJ D : ℝ) (u : Fin 3 → ℝ) :
    axialTensor J dJ D u 2 2 = J - (D - dJ / 3) * (3 * u 2 ^ 2 - 1) := by
  simp only [axialTensor, Matrix.add_apply, Matrix.sub_apply, Matrix.smul_apply,
    Matrix.one_apply_eq, Matrix.vecMulVec_apply, smul_eq_mul]
  ring

/-- The anisotropy ΔJ and the dipolar coupling D enter the whole tensor only through
the combination D - ΔJ/3. -/
theorem axialTensor_effective_dipolar (J dJ D : ℝ) (u : Fin 3 → ℝ) :
    axialTensor J dJ D u = axialTensor J 0 (D - dJ / 3) u := by
  unfold axialTensor
  module

/-- For a unit vector u the trace of the axial coupling tensor is 3J. -/
theorem axialTensor_trace (J dJ D : ℝ) (u : Fin 3 → ℝ) (hu : u ⬝ᵥ u = 1) :
    (axialTensor J dJ D u).trace = 3 * J := by
  simp only [dotProduct, Fin.sum_univ_three] at hu
  simp only [Matrix.trace, Matrix.diag_apply, Fin.sum_univ_three, axialTensor,
    Matrix.add_apply, Matrix.sub_apply, Matrix.smul_apply, Matrix.one_apply_eq,
    Matrix.vecMulVec_apply, smul_eq_mul]
  linear_combination (dJ - 3 * D) * hu

/-- The zz element equals the parameter J exactly when D = ΔJ/3 or 3u_z² = 1. For a unit vector u, J
is the isotropic coupling and 3u_z² = 1 the magic-angle condition. -/
theorem axialTensor_zz_eq_isotropic_iff (J dJ D : ℝ) (u : Fin 3 → ℝ) :
    axialTensor J dJ D u 2 2 = J ↔ D = dJ / 3 ∨ 3 * u 2 ^ 2 = 1 := by
  rw [axialTensor_zz]
  constructor
  · intro h
    have h0 : (D - dJ / 3) * (3 * u 2 ^ 2 - 1) = 0 := by linarith
    rcases mul_eq_zero.mp h0 with h1 | h1
    · left; linarith
    · right; linarith
  · rintro (h | h)
    · linear_combination (-(3 * u 2 ^ 2 - 1)) * h
    · linear_combination (-(D - dJ / 3)) * h

/-- With energies taken as the diagonal elements of the Hamiltonian, the transition
frequencies of spin I for S in α and for S in β differ by J - (D - ΔJ/3)(3u_z² - 1). -/
theorem doublet_splitting (ωI ωS J dJ D : ℝ) (u : Fin 3 → ℝ) :
    let H := hamiltonian ωI ωS (axialTensor J dJ D u)
    (H (0, 0) (0, 0) - H (1, 0) (1, 0)) - (H (0, 1) (0, 1) - H (1, 1) (1, 1)) =
      ((J - (D - dJ / 3) * (3 * u 2 ^ 2 - 1) : ℝ) : ℂ) := by
  have h0 : m 0 = 1 / 2 := rfl
  have h1 : m 1 = -1 / 2 := rfl
  -- the Zeeman terms cancel in the double difference
  simp only [hamiltonian, Matrix.add_apply, Matrix.smul_apply, Matrix.kroneckerMap_apply,
    Matrix.one_apply_eq, smul_eq_mul, coupling_diag, spin_diag, ↓reduceIte,
    axialTensor_zz, h0, h1]
  push_cast
  ring

end

end SpinSpinCoupling
```

```lean
#print axioms SpinSpinCoupling.coupling_diag_add_antisymmetric
-- 'SpinSpinCoupling.coupling_diag_add_antisymmetric' depends on axioms: [propext, Classical.choice, Quot.sound]
#print axioms SpinSpinCoupling.axialTensor_trace
-- 'SpinSpinCoupling.axialTensor_trace' depends on axioms: [propext, Classical.choice, Quot.sound]
#print axioms SpinSpinCoupling.axialTensor_zz_eq_isotropic_iff
-- 'SpinSpinCoupling.axialTensor_zz_eq_isotropic_iff' depends on axioms: [propext, Classical.choice, Quot.sound]
#print axioms SpinSpinCoupling.doublet_splitting
-- 'SpinSpinCoupling.doublet_splitting' depends on axioms: [propext, Classical.choice, Quot.sound]
```

## Operators and tensor

`spin` lists the three Cartesian matrices, and `spin_commutators` checks entry by entry that they satisfy $[I_x,I_y]=iI_z$ and its cyclic permutations. The function `m` gives the magnetic quantum numbers $\pm\tfrac12$. In `coupling`, the Kronecker product `⊗ₖ` lets the first factor act on $I$ and the second on $S$.

The tensor in `axialTensor` is

$$A=J\,\mathbf 1+\Delta J\left(uu^T-\tfrac13\mathbf 1\right)+D\left(\mathbf 1-3uu^T\right).$$

Here $J$ is the isotropic indirect coupling, $\Delta J$ (`dJ`) is its anisotropy, parallel minus perpendicular to the axis along the unit vector $u$, and $D$ is the direct dipolar coupling constant, proportional to $\gamma_I\gamma_S/r^3$ for two nuclei with gyromagnetic ratios $\gamma_I$ and $\gamma_S$ at a distance $r$. All three are in the same frequency units. The form assumes that the indirect coupling tensor has no antisymmetric part and is axially symmetric about the same axis as the dipolar coupling, which is the internuclear vector.

## Why only $A_{zz}$ reaches the diagonal

A diagonal element of a Kronecker product is the product of the diagonal elements of its factors:

$$\langle m_Im_S|\mathbf I\cdot A\cdot\mathbf S|m_Im_S\rangle=\sum_{ij}A_{ij}\,\langle m_I|I_i|m_I\rangle\langle m_S|S_j|m_S\rangle .$$

The matrices of the $x$ and $y$ components have zeros on the diagonal, and that of the $z$ component has $m$. Eight of the nine terms vanish, which leaves $m_Im_SA_{zz}$. This is `coupling_diag`, for every real $A$, symmetric or not. Its proof unfolds the double sum, inserts the single-spin elements from `spin_diag`, and lets `simp` remove the zero terms.

If $B$ is antisymmetric, then $B_{zz}=-B_{zz}$, so $B_{zz}=0$. Adding $B$ to $A$ therefore changes no diagonal element, as `coupling_diag_add_antisymmetric` states.

Off the diagonal the antisymmetric part can appear. Between $\alpha\beta$ and $\beta\alpha$ the $z$ components contribute nothing, and the other four terms give

$$\langle\alpha\beta|\mathbf I\cdot A\cdot\mathbf S|\beta\alpha\rangle=\tfrac14\left[A_{xx}+A_{yy}+i(A_{xy}-A_{yx})\right].$$

In `coupling_flipflop` the $yy$ term contains $(-i/2)(i/2)=\tfrac14$; the last tactic line supplies the $i^2=-1$ needed there.

## The axial tensor

The $zz$ element follows by collecting terms:

$$\begin{aligned}
A_{zz}&=J+\Delta J\left(u_z^2-\tfrac13\right)+D(1-3u_z^2)\\
&=J+\tfrac{\Delta J}{3}(3u_z^2-1)-D(3u_z^2-1)\\
&=J-\left(D-\tfrac{\Delta J}{3}\right)(3u_z^2-1).
\end{aligned}$$

This is `axialTensor_zz`, an identity for any real vector $u$. Unit length is needed to read $u_z$ as $\cos\theta$, with $\theta$ the angle between the axis and the field.

The same regrouping works for the whole tensor, because $\Delta J(uu^T-\tfrac13\mathbf 1)=-\tfrac{\Delta J}{3}(\mathbf 1-3uu^T)$. Hence `axialTensor_effective_dipolar`: replacing $\Delta J$ by zero and $D$ by $D-\Delta J/3$ leaves $A$ unchanged. For this coaxial model with a fixed axis, as in a rigid solid, the dipolar coupling extracted from a spectrum is thus the combination $D-\Delta J/3$, and a distance derived from it requires a value or an estimate of $\Delta J$.

The trace is $3J+(\Delta J-3D)(u\cdot u-1)$, which reduces to $3J$ for a unit vector. That is `axialTensor_trace`, where the hypothesis `hu` expresses $u\cdot u=1$.

Finally, $A_{zz}=J$ means that the product $(D-\Delta J/3)(3u_z^2-1)$ is zero, so one of its factors is zero. `axialTensor_zz_eq_isotropic_iff` states this in both directions. For a unit vector the second factor vanishes at the magic angle, $\cos^2\theta=\tfrac13$.

## The doublet of spin I

`hamiltonian` adds the Zeeman terms $\omega_II_z+\omega_SS_z$. Write $E_{ab}$ for its diagonal element with $I$ in state $a$ and $S$ in state $b$. To first order these are the energies, and the two transition frequencies of $I$ differ by

$$(E_{\alpha\alpha}-E_{\beta\alpha})-(E_{\alpha\beta}-E_{\beta\beta}).$$

Each bracket contains $\omega_I$, which cancels in the difference, while $\omega_S$ cancels within each bracket. The coupling contributes $4\cdot\tfrac14A_{zz}=A_{zz}$. `doublet_splitting` states this result for the axial tensor, with its explicit $A_{zz}$. The splitting is signed; the observed line spacing is its absolute value.

The theorem concerns diagonal elements, not eigenvalues. Using them as energies is justified when the off-diagonal couplings are small compared with the differences between the Zeeman energies they connect. For the flip-flop element that difference is $|\omega_I-\omega_S|$, so the approximation suits a heteronuclear pair in a strong field. It is not justified when the two frequencies are so close that their difference is comparable to, or smaller than, the magnitude of a non-zero flip-flop element.

## A numerical instance

Take $J=100$, $\Delta J=300$ and $D=1000$ Hz, with $u=(\tfrac35,0,\tfrac45)$. Then $D-\Delta J/3=900$ Hz and $3u_z^2-1=0.92$, so

$$A_{zz}=100-900\times0.92=-728\ \text{Hz}.$$

The diagonal elements of the coupling are $-182$ Hz for $\alpha\alpha$ and $\beta\beta$, and $+182$ Hz for $\alpha\beta$ and $\beta\alpha$. The double difference is $(-182-182)-(182+182)=-728$ Hz, a doublet with lines 728 Hz apart.

The other diagonal elements of the tensor are $A_{xx}=28$ and $A_{yy}=1000$ Hz, and the trace is $28+1000-728=300=3J$. The flip-flop element is $(28+1000)/4=257$ Hz. Adding an antisymmetric part with $B_{xy}=-B_{yx}=8$ Hz, and its other elements zero, changes it to $257+4i$ Hz and leaves the four diagonal elements as they were.
